# Spins 2 and 3/2 at M = 1/2: the J² spectrum and the vanishing coefficient of the J = 3/2 state

Couple two spins 1 at M = 0: in the product states (m₁, m₂) = (1, −1), (0, 0), (−1, 1), the first row of J² is (2, 2, 0), and since its diagonal element 2 equals J(J+1) for J = 1, the eigenvalue equation forces the coefficient on (0, 0) to vanish, leaving (1, 0, −1)/√2. Spins 2 and 3/2 at M = 1/2 repeat this with the value 15/4, in a block of four states.

```lean
import Mathlib

open Matrix

namespace ClebschGordanTwoThreeHalves

noncomputable section

/-- Diagonal element of `J²` in the product state with `m₁ = j₁ - k` and `m₂ = M - m₁`. -/
def diagElem (j₁ j₂ M : ℝ) (k : ℕ) : ℝ :=
  j₁ * (j₁ + 1) + j₂ * (j₂ + 1) + 2 * (j₁ - k) * (M - j₁ + k)

/-- Ladder amplitude of `J₁₋ J₂₊` from the product state `m₁ = j₁ - k` to the next one. -/
def flipAmp (j₁ j₂ M : ℝ) (k : ℕ) : ℝ :=
  √(j₁ * (j₁ + 1) - (j₁ - k) * (j₁ - k - 1)) *
    √(j₂ * (j₂ + 1) - (M - j₁ + k) * (M - j₁ + k + 1))

/-- The matrix of `J²` on the `n` product states `m₁ = j₁, j₁ - 1, …` of total projection `M`. -/
def jSqBlock (j₁ j₂ M : ℝ) (n : ℕ) : Matrix (Fin n) (Fin n) ℝ :=
  Matrix.of fun a b =>
    if a.val = b.val then diagElem j₁ j₂ M a.val
    else if a.val = b.val + 1 then flipAmp j₁ j₂ M b.val
    else if b.val = a.val + 1 then flipAmp j₁ j₂ M a.val
    else 0

/-- The `J²` block of spins 2 and 3/2 at `M = 1/2`. -/
def jSq : Matrix (Fin 4) (Fin 4) ℝ := jSqBlock 2 (3 / 2) (1 / 2) 4

/-- The total angular momenta 7/2, 5/2, 3/2, 1/2. -/
def totalJ : Fin 4 → ℝ := ![7 / 2, 5 / 2, 3 / 2, 1 / 2]

/-- Unnormalised coupled states, listed in the order of `totalJ`. -/
def cgNumer : Fin 4 → Fin 4 → ℝ :=
  ![![1, 2 * √3, 3 * √2, 2], ![2 * √3, 5, -√6, -(3 * √3)],
    ![√2, 0, -1, √2], ![2, -√3, √2, -1]]

/-- Squared lengths of the unnormalised coupled states. -/
def normSq : Fin 4 → ℝ := ![35, 70, 5, 10]

/-- The table of normalised coupled states. -/
def cgState (i : Fin 4) : Fin 4 → ℝ := (√(normSq i))⁻¹ • cgNumer i

/-- Let `j₁ > 0` and `-j₂ ≤ M - j₁ < j₂`. If an eigenvector of the `J²` block with eigenvalue
`J(J+1)` has a nonzero coefficient on the state `m₁ = j₁`, its next coefficient vanishes exactly
when `J(J+1)` equals the diagonal element of `J²` in that state. -/
theorem second_coefficient_zero_iff {j₁ j₂ M J : ℝ} {n : ℕ} (hj : 0 < j₁)
    (hlo : -j₂ ≤ M - j₁) (hhi : M - j₁ < j₂) (v : Fin (n + 2) → ℝ) (hv : v 0 ≠ 0)
    (h : jSqBlock j₁ j₂ M (n + 2) *ᵥ v = (J * (J + 1)) • v) :
    v 1 = 0 ↔ J * (J + 1) = diagElem j₁ j₂ M 0 := by
  -- only the first two states enter the first row
  have row : (jSqBlock j₁ j₂ M (n + 2) *ᵥ v) 0
      = diagElem j₁ j₂ M 0 * v 0 + flipAmp j₁ j₂ M 0 * v 1 := by
    simp only [Matrix.mulVec, dotProduct]
    rw [Fin.sum_univ_succ, Fin.sum_univ_succ, Finset.sum_eq_zero]
    · simp [jSqBlock]
    · intro i _
      simp [jSqBlock]
  have r : diagElem j₁ j₂ M 0 * v 0 + flipAmp j₁ j₂ M 0 * v 1 = J * (J + 1) * v 0 := by
    rw [← row, h, Pi.smul_apply, smul_eq_mul]
  -- the ladder amplitude out of the first state is nonzero
  have hf : flipAmp j₁ j₂ M 0 ≠ 0 := by
    have h2 : 0 < (j₂ - (M - j₁)) * (j₂ + (M - j₁) + 1) :=
      mul_pos (by linarith) (by linarith)
    unfold flipAmp
    refine (mul_pos (Real.sqrt_pos.2 ?_) (Real.sqrt_pos.2 ?_)).ne'
    · rw [Nat.cast_zero]
      linarith
    · rw [Nat.cast_zero]
      linarith
  constructor
  · intro h1
    exact mul_right_cancel₀ hv (by linear_combination -r + flipAmp j₁ j₂ M 0 * h1)
  · intro h1
    exact (mul_eq_zero.1 (by linear_combination r + v 0 * h1 :
      flipAmp j₁ j₂ M 0 * v 1 = 0)).resolve_left hf

/-- A product of two square roots with a square factor taken out. -/
theorem sqrt_mul_sqrt_eq {x y c r : ℝ} (hx : 0 ≤ x) (hc : 0 ≤ c) (h : x * y = c ^ 2 * r) :
    √x * √y = c * √r := by
  rw [← Real.sqrt_mul hx, h, Real.sqrt_mul (sq_nonneg c), Real.sqrt_sq hc]

/-- The ladder elements give the explicit `J²` block of spins 2 and 3/2 at `M = 1/2`. -/
theorem jSq_eq : jSq = !![15 / 4, 2 * √3, 0, 0; 2 * √3, 35 / 4, 2 * √6, 0;
    0, 2 * √6, 39 / 4, 3 * √2; 0, 0, 3 * √2, 27 / 4] := by
  have gen : ∀ j₁ j₂ M : ℝ, jSqBlock j₁ j₂ M 4 =
      !![diagElem j₁ j₂ M 0, flipAmp j₁ j₂ M 0, 0, 0;
        flipAmp j₁ j₂ M 0, diagElem j₁ j₂ M 1, flipAmp j₁ j₂ M 1, 0;
        0, flipAmp j₁ j₂ M 1, diagElem j₁ j₂ M 2, flipAmp j₁ j₂ M 2;
        0, 0, flipAmp j₁ j₂ M 2, diagElem j₁ j₂ M 3] := by
    intro j₁ j₂ M
    ext i j
    fin_cases i <;> fin_cases j <;> rfl
  have f0 : flipAmp 2 (3 / 2) (1 / 2) 0 = 2 * √3 :=
    sqrt_mul_sqrt_eq (by norm_num) (by norm_num) (by norm_num)
  have f1 : flipAmp 2 (3 / 2) (1 / 2) 1 = 2 * √6 :=
    sqrt_mul_sqrt_eq (by norm_num) (by norm_num) (by norm_num)
  have f2 : flipAmp 2 (3 / 2) (1 / 2) 2 = 3 * √2 :=
    sqrt_mul_sqrt_eq (by norm_num) (by norm_num) (by norm_num)
  have d0 : diagElem 2 (3 / 2) (1 / 2) 0 = 15 / 4 := by norm_num [diagElem]
  have d1 : diagElem 2 (3 / 2) (1 / 2) 1 = 35 / 4 := by norm_num [diagElem]
  have d2 : diagElem 2 (3 / 2) (1 / 2) 2 = 39 / 4 := by norm_num [diagElem]
  have d3 : diagElem 2 (3 / 2) (1 / 2) 3 = 27 / 4 := by norm_num [diagElem]
  rw [jSq, gen, f0, f1, f2, d0, d1, d2, d3]

/-- The eigenvalue equation of the block, written out for the four coefficients. -/
theorem eigen_iff (a b c d μ : ℝ) : jSq *ᵥ ![a, b, c, d] = μ • ![a, b, c, d] ↔
    15 / 4 * a + 2 * √3 * b = μ * a ∧ 2 * √3 * a + 35 / 4 * b + 2 * √6 * c = μ * b ∧
    2 * √6 * b + 39 / 4 * c + 3 * √2 * d = μ * c ∧ 3 * √2 * c + 27 / 4 * d = μ * d := by
  have e : jSq *ᵥ ![a, b, c, d] = ![15 / 4 * a + 2 * √3 * b,
      2 * √3 * a + 35 / 4 * b + 2 * √6 * c, 2 * √6 * b + 39 / 4 * c + 3 * √2 * d,
      3 * √2 * c + 27 / 4 * d] := by
    rw [jSq_eq]
    ext i
    fin_cases i <;> simp [Matrix.mulVec, dotProduct, Fin.sum_univ_succ] <;> ring
  rw [e]
  constructor
  · intro h
    exact ⟨congrFun h 0, congrFun h 1, congrFun h 2, congrFun h 3⟩
  · rintro ⟨h0, h1, h2, h3⟩
    ext i
    fin_cases i
    exacts [h0, h1, h2, h3]

/-- Multiplication table of the surds √2, √3 and √6. -/
theorem surds : √2 * √2 = (2 : ℝ) ∧ √3 * √3 = (3 : ℝ) ∧ √6 * √6 = (6 : ℝ) ∧
    √2 * √3 = √(6 : ℝ) ∧ √2 * √6 = 2 * √(3 : ℝ) ∧ √3 * √6 = 3 * √(2 : ℝ) := by
  refine ⟨Real.mul_self_sqrt (by norm_num), Real.mul_self_sqrt (by norm_num),
    Real.mul_self_sqrt (by norm_num), ?_, sqrt_mul_sqrt_eq (by norm_num) (by norm_num)
    (by norm_num), sqrt_mul_sqrt_eq (by norm_num) (by norm_num) (by norm_num)⟩
  rw [← Real.sqrt_mul (by norm_num)]
  norm_num

/-- The four tabulated states are orthonormal eigenvectors of `J²` with eigenvalues `J(J+1)`
for `J` = 7/2, 5/2, 3/2, 1/2. -/
theorem clebsch_gordan_table :
    (∀ i, jSq *ᵥ cgState i = (totalJ i * (totalJ i + 1)) • cgState i) ∧
    ∀ i k, cgState i ⬝ᵥ cgState k = if i = k then 1 else 0 := by
  obtain ⟨h22, h33, h66, h23, h26, h36⟩ := surds
  constructor
  · intro i
    have key : jSq *ᵥ cgNumer i = (totalJ i * (totalJ i + 1)) • cgNumer i := by
      fin_cases i
      · exact (eigen_iff 1 (2 * √3) (3 * √2) 2 (7 / 2 * (7 / 2 + 1))).2
          ⟨by linarith, by linarith, by linarith, by linarith⟩
      · exact (eigen_iff (2 * √3) 5 (-√6) (-(3 * √3)) (5 / 2 * (5 / 2 + 1))).2
          ⟨by linarith, by linarith, by linarith, by linarith⟩
      · exact (eigen_iff (√2) 0 (-1) (√2) (3 / 2 * (3 / 2 + 1))).2
          ⟨by linarith, by linarith, by linarith, by linarith⟩
      · exact (eigen_iff 2 (-√3) (√2) (-1) (1 / 2 * (1 / 2 + 1))).2
          ⟨by linarith, by linarith, by linarith, by linarith⟩
    rw [cgState, Matrix.mulVec_smul, key, smul_comm]
  · intro i k
    have orth : cgNumer i ⬝ᵥ cgNumer k = if i = k then normSq i else 0 := by
      have e : cgNumer i ⬝ᵥ cgNumer k = cgNumer i 0 * cgNumer k 0 + cgNumer i 1 * cgNumer k 1
          + cgNumer i 2 * cgNumer k 2 + cgNumer i 3 * cgNumer k 3 := by
        simp only [dotProduct, Fin.sum_univ_four]
      rw [e]
      fin_cases i <;> fin_cases k <;> simp [cgNumer, normSq] <;> linarith
    have hp : 0 < normSq i := by fin_cases i <;> norm_num [normSq]
    simp only [cgState, smul_dotProduct, dotProduct_smul, orth, smul_eq_mul]
    split_ifs with h
    · subst h
      rw [← mul_assoc, ← mul_inv, Real.mul_self_sqrt hp.le, inv_mul_cancel₀ hp.ne']
    · simp

/-- The eigenvalues of the block are exactly `J(J+1)` for `J` = 7/2, 5/2, 3/2, 1/2. -/
theorem eigenvalue_iff (μ : ℝ) : (∃ v : Fin 4 → ℝ, v ≠ 0 ∧ jSq *ᵥ v = μ • v) ↔
    ∃ i, μ = totalJ i * (totalJ i + 1) := by
  obtain ⟨eig, orth⟩ := clebsch_gordan_table
  constructor
  · rintro ⟨v, hv0, hv⟩
    by_contra hne
    have hsymm : jSqᵀ = jSq := by
      rw [jSq_eq]
      ext i j
      fin_cases i <;> fin_cases j <;> rfl
    -- a further eigenvector would be orthogonal to the whole table
    have h0 : ∀ i, cgState i ⬝ᵥ v = 0 := by
      intro i
      have hs : cgState i ⬝ᵥ (jSq *ᵥ v) = totalJ i * (totalJ i + 1) * (cgState i ⬝ᵥ v) := by
        rw [Matrix.dotProduct_mulVec, ← Matrix.mulVec_transpose, hsymm, eig,
          smul_dotProduct, smul_eq_mul]
      rw [hv, dotProduct_smul, smul_eq_mul] at hs
      exact (mul_eq_zero.1 (by linear_combination hs :
        (μ - totalJ i * (totalJ i + 1)) * (cgState i ⬝ᵥ v) = 0)).resolve_left
        (sub_ne_zero.2 fun h => hne ⟨i, h⟩)
    have hC : Matrix.of cgState * (Matrix.of cgState)ᵀ = 1 := by
      ext i k
      rw [Matrix.one_apply]
      exact orth i k
    have hCv : Matrix.of cgState *ᵥ v = 0 := funext h0
    apply hv0
    rw [← Matrix.one_mulVec v, ← mul_eq_one_comm.1 hC, ← Matrix.mulVec_mulVec, hCv,
      Matrix.mulVec_zero]
  · rintro ⟨i, rfl⟩
    refine ⟨cgState i, fun h => ?_, eig i⟩
    have h1 := orth i i
    simp [h] at h1

/-- The solutions of `J² v = (15/4) v` are exactly the multiples of `(√2, 0, -1, √2)`, with no
component on the product state `m₁ = 1`, `m₂ = -1/2`. -/
theorem accidental_zero (v : Fin 4 → ℝ) :
    jSq *ᵥ v = (15 / 4 : ℝ) • v ↔ ∃ t : ℝ, v = t • ![√2, 0, -1, √2] := by
  obtain ⟨h22, h33, h66, h23, h26, h36⟩ := surds
  constructor
  · intro h
    have e : v = ![v 0, v 1, v 2, v 3] := by
      ext i
      fin_cases i <;> rfl
    rw [e] at h
    obtain ⟨r0, r1, r2, r3⟩ := (eigen_iff _ _ _ _ _).1 h
    have hs : √(3 : ℝ) ≠ 0 := (Real.sqrt_pos.2 (by norm_num)).ne'
    -- the first row forces the second coefficient to vanish
    have hb : v 1 = 0 :=
      (mul_eq_zero.1 (by linarith : √3 * v 1 = 0)).resolve_left hs
    have ha : v 0 = -v 2 * √2 := by
      apply mul_left_cancel₀ hs
      rw [hb] at r1
      linear_combination r1 / 2 + v 2 * h23
    have hd : v 3 = -v 2 * √2 := by linarith
    refine ⟨-v 2, ?_⟩
    ext i
    fin_cases i
    · simpa using ha
    · simpa using hb
    · simp
    · simpa using hd
  · rintro ⟨t, rfl⟩
    rw [Matrix.mulVec_smul, (eigen_iff (√2) 0 (-1) (√2) (15 / 4)).2
      ⟨by linarith, by linarith, by linarith, by linarith⟩, smul_comm]

end

end ClebschGordanTwoThreeHalves
```

```lean
#print axioms ClebschGordanTwoThreeHalves.second_coefficient_zero_iff
#print axioms ClebschGordanTwoThreeHalves.eigenvalue_iff
#print axioms ClebschGordanTwoThreeHalves.accidental_zero
```

```
'ClebschGordanTwoThreeHalves.second_coefficient_zero_iff' depends on axioms: [propext, Classical.choice, Quot.sound]
'ClebschGordanTwoThreeHalves.eigenvalue_iff' depends on axioms: [propext, Classical.choice, Quot.sound]
'ClebschGordanTwoThreeHalves.accidental_zero' depends on axioms: [propext, Classical.choice, Quot.sound]
```

## The four coupled states and the zero

The product states are numbered k = 0, 1, 2, 3, as in Lean, with m₁ = 2 − k and m₂ = k − 3/2. A state is a list of coefficients (v₀, v₁, v₂, v₃). `clebsch_gordan_table` states that the following vectors are orthonormal eigenvectors of J² with eigenvalues J(J+1):

J = 7/2, eigenvalue 63/4: (1, 2√3, 3√2, 2)/√35

J = 5/2, eigenvalue 35/4: (2√3, 5, −√6, −3√3)/√70

J = 3/2, eigenvalue 15/4: (√2, 0, −1, √2)/√5

J = 1/2, eigenvalue 3/4: (2, −√3, √2, −1)/√10

`eigenvalue_iff` adds that a real number μ has a nonzero eigenvector exactly when it is one of these four values. `accidental_zero` says that the solutions at 15/4 are exactly the multiples of (√2, 0, −1, √2), so v₁ = 0 in all of them.

`second_coefficient_zero_iff` concerns real j₁, j₂ and M with j₁ > 0 and −j₂ ≤ M − j₁ < j₂, and a block of at least two states starting at m₁ = j₁. For an eigenvector with v₀ ≠ 0, it says that v₁ = 0 exactly when J(J+1) equals the first diagonal element. In a block of only two states both sides are false, because the second row would then require v₀ = 0; the smallest example of the zero has three states.

The word "accidental" in the Lean name should be taken loosely. The coefficient is proportional to a 3j symbol with two identical columns (3/2, −1/2) and an odd sum of angular momenta, 2 + 3/2 + 3/2 = 5, so the column-exchange symmetry of 3j symbols also makes it vanish.

## From angular momentum operators to the block

With ħ = 1, the square of the total angular momentum is

J² = J₁² + J₂² + 2 J₁z J₂z + J₁₊J₂₋ + J₁₋J₂₊.

The first three terms are diagonal in the product basis and give `diagElem`:

Dₖ = j₁(j₁+1) + j₂(j₂+1) + 2m₁m₂.

The last two terms move one unit of projection between the spins. They connect neighbouring states with the amplitude `flipAmp`:

Fₖ = √(j₁(j₁+1) − m₁(m₁−1)) · √(j₂(j₂+1) − m₂(m₂+1)).

`jSqBlock` places these numbers in a tridiagonal matrix, and `jSq` is the case at hand. The nonnegative ladder amplitudes fix the relative signs of the product states. The overall sign of each coupled state is free, and the table takes v₀ positive.

These matrix elements enter as definitions; the operators on the tensor product are not constructed. The numerical results cover one pair of spins at one M, with real coefficients. In the general theorem j₁, j₂, M and J are real numbers, not restricted to integers and half-integers.

For an atomic ⁴D term (L = 2, S = 3/2) in pure LS coupling, with no mixing between terms, the result means that the J = 3/2, M = 1/2 state has no weight on M_L = 1, M_S = −1/2. The table can also serve as a test case for a spin-coupling routine, once the order of the product states and the sign conventions are matched.

## Computing the matrix

Here j₁(j₁+1) + j₂(j₂+1) = 6 + 15/4 = 39/4, and 2m₁m₂ takes the values −6, −1, 0, −3. The diagonal is therefore 15/4, 35/4, 39/4, 27/4. The amplitudes are

F₀ = √4 · √3 = 2√3

F₁ = √6 · √4 = 2√6

F₂ = √6 · √3 = 3√2

The eigenvalue equation becomes

(15/4)v₀ + 2√3 v₁ = μv₀

2√3 v₀ + (35/4)v₁ + 2√6 v₂ = μv₁

2√6 v₁ + (39/4)v₂ + 3√2 v₃ = μv₂

3√2 v₂ + (27/4)v₃ = μv₃

In Lean, `jSq_eq` evaluates the entries, with `sqrt_mul_sqrt_eq` taking the square factors out of the roots. `eigen_iff` turns the matrix equation into these four scalar equations.

## Checking the table

Inserting the unnormalised vectors gives these left-hand sides, row by row.

For J = 7/2:

15/4 + 12 = 63/4

2√3 + (35/2)√3 + 12√3 = (63/4)·2√3

12√2 + (117/4)√2 + 6√2 = (63/4)·3√2

18 + 27/2 = (63/4)·2

For J = 5/2:

(15/2)√3 + 10√3 = (35/4)·2√3

12 + 175/4 − 12 = (35/4)·5

10√6 − (39/4)√6 − 9√6 = (35/4)·(−√6)

−6√3 − (81/4)√3 = (35/4)·(−3√3)

For J = 1/2:

15/2 − 6 = (3/4)·2

4√3 − (35/4)√3 + 4√3 = (3/4)·(−√3)

−6√2 + (39/4)√2 − 3√2 = (3/4)·√2

6 − 27/4 = (3/4)·(−1)

The J = 3/2 vector is derived below. The squared lengths are

1 + 12 + 18 + 4 = 35

12 + 25 + 6 + 27 = 70

2 + 0 + 1 + 2 = 5

4 + 3 + 2 + 1 = 10

and the six mutual products vanish:

7/2 with 5/2: 2√3 + 10√3 − 6√3 − 6√3 = 0

7/2 with 3/2: √2 − 3√2 + 2√2 = 0

7/2 with 1/2: 2 − 6 + 6 − 2 = 0

5/2 with 3/2: 2√6 + √6 − 3√6 = 0

5/2 with 1/2: 4√3 − 5√3 − 2√3 + 3√3 = 0

3/2 with 1/2: 2√2 − √2 − √2 = 0

The proof of `clebsch_gordan_table` follows the same route. `surds` supplies products such as √2·√6 = 2√3, after which each row and each scalar product is linear arithmetic for `linarith`. The normalisation is applied at the end.

## No fifth eigenvalue

Let uᵢ be the tabulated states and λᵢ their eigenvalues. Suppose J²v = μv with μ different from every λᵢ. Since the block is symmetric,

λᵢ (uᵢ·v) = (J²uᵢ)·v = uᵢ·(J²v) = μ (uᵢ·v),

so (μ − λᵢ)(uᵢ·v) = 0 and hence uᵢ·v = 0 for all four i. Four orthonormal vectors span the four-dimensional space, so v = 0.

In `eigenvalue_iff`, `hsymm` is the symmetry and `h0` the orthogonality. The spanning argument appears as a matrix identity: if C has the uᵢ as rows, then CCᵀ = 1 implies CᵀC = 1, and Cv = 0 gives v = CᵀCv = 0.

## Solving at 15/4

Set μ = 15/4. The first row reduces to 2√3 v₁ = 0, so v₁ = 0. The remaining rows become

2√3 v₀ + 2√6 v₂ = 0, so v₀ = −√2 v₂

6v₂ + 3√2 v₃ = 0, so v₃ = −√2 v₂

3√2 v₂ + 3v₃ = 0, which again gives v₃ = −√2 v₂

Hence v = −v₂ (√2, 0, −1, √2), and every such multiple satisfies all four rows. In `accidental_zero` the steps `hb`, `ha` and `hd` find v₁, v₀ and v₃ in that order, and −v₂ is the multiplier t.

The general criterion uses only the first row:

F₀v₁ = (J(J+1) − D₀)v₀.

With m₂ = M − j₁, the amplitude is

F₀ = √(2j₁) · √((j₂ − m₂)(j₂ + m₂ + 1)).

It is positive when j₁ > 0 and −j₂ ≤ m₂ < j₂, which are the hypotheses `hj`, `hlo` and `hhi`. Since F₀ is nonzero, the left side vanishes exactly when v₁ = 0; since v₀ is nonzero, the right side vanishes exactly when J(J+1) = D₀. The Lean proof isolates this equation as `r` and the nonzero amplitude as `hf`.

## When the second spin cannot be raised

The strict bound m₂ < j₂ says that the second spin still has room to be raised. Without it the criterion fails for j₁ = 1, j₂ = 0, M = 1 and a block of two states. There m₂ = j₂ = 0, so F₀ = 0, and both diagonal elements equal 2. The vector (1, 1) is then an eigenvector with J(J+1) = 2 = D₀ for J = 1, yet v₁ = 1. The second basis label, m₁ = 0 and m₂ = 1, is not a state of a spin 0, and the bound excludes this case.
